# A linear valley shift invariant under axis permutations combines the trace and the sum of all strain components

The valley is represented here by its symmetry alone. No band structure or Hamiltonian appears: the energy shift of the valley is a real-linear function \(f\) of the strain tensor, and a valley along \([11\ldots1]\) is assumed to have a shift that does not change when the crystal axes are permuted. Linearity stands for first-order response to small strain. Permutation invariance stands for two properties together: the crystal axes are equivalent under exchange, and exchanging them maps the direction \([11\ldots1]\) to itself. Linearity and the equivalence of the axes are assumptions, not derived from a microscopic model; the direction is kept because all its components are equal.

The result is that such a shift has the form

\[
f(e)=a\,\operatorname{tr}e+b\sum_{i,j}e_{ij}
\]

with real constants \(a,b\), and that every \(f\) of this form is invariant. For \(d=3\), with one number as the shift of a nondegenerate band edge and only the linear term kept, this means that two deformation potentials suffice for an L valley of a cubic crystal.

```lean
import Mathlib

open Matrix

namespace DiagonalValleyDeformation

noncomputable section
```

## Strains and permuted axes

A strain in \(d\) dimensions is a real matrix \(e\) with \(e^{\mathsf T}=e\). Sums and real multiples of symmetric matrices are symmetric, so the strains form a real vector space. In Lean this is the submodule `Strain d`. An element `e` carries its matrix as `e.1`, and the axes are labelled \(0,\ldots,d-1\) by `Fin d`. The entries are tensor components, so an off-diagonal entry is half the corresponding engineering shear.

```lean
/-- The real vector space of symmetric `d × d` strain tensors. -/
def Strain (d : ℕ) : Submodule ℝ (Matrix (Fin d) (Fin d) ℝ) where
  carrier := {e | eᵀ = e}
  add_mem' := by
    intro a b ha hb
    simp only [Set.mem_ofPred_eq] at *
    rw [Matrix.transpose_add, ha, hb]
  zero_mem' := Matrix.transpose_zero
  smul_mem' := by
    intro c a ha
    simp only [Set.mem_ofPred_eq] at *
    rw [Matrix.transpose_smul, ha]
```

In components, symmetry reads \(e_{ij}=e_{ji}\).

```lean
/-- The components of a strain are symmetric in their two indices. -/
theorem strain_symm {d : ℕ} (e : Strain d) (i j : Fin d) : e.1 i j = e.1 j i :=
  (congrFun (congrFun (show e.1ᵀ = e.1 from e.2) i) j).symm
```

A permutation \(\sigma\) of the axes acts on rows and columns together:

\[
(\sigma\cdot e)_{ij}=e_{\sigma(i)\,\sigma(j)} .
\]

The new matrix is again symmetric, because \(e_{\sigma(j)\sigma(i)}=e_{\sigma(i)\sigma(j)}\).

```lean
/-- The strain after the crystal axes are permuted by `σ`: rows and columns move together. -/
def relabel {d : ℕ} (σ : Equiv.Perm (Fin d)) (e : Strain d) : Strain d :=
  ⟨e.1.submatrix σ σ, by
    change (e.1.submatrix σ σ)ᵀ = e.1.submatrix σ σ
    ext i j
    exact strain_symm e (σ j) (σ i)⟩
```

The shift is a linear map `f : Strain d →ₗ[ℝ] ℝ`, and it is invariant when \(f(\sigma\cdot e)=f(e)\) for every \(\sigma\) and every \(e\).

Without this condition the two-constant law fails. Take \(d=2\) and \(f(e)=e_{00}\), which is linear and singles out axis 0. The strains \(\operatorname{diag}(1,0)\) and \(\operatorname{diag}(0,1)\) both have trace 1 and component sum 1, so the law would give them equal shifts, whereas \(f\) gives 1 and 0.

```lean
/-- A linear valley shift is invariant when no permutation of the crystal axes changes it. -/
def IsInvariant {d : ℕ} (f : Strain d →ₗ[ℝ] ℝ) : Prop :=
  ∀ (σ : Equiv.Perm (Fin d)) (e : Strain d), f (relabel σ e) = f e
```

## Expansion in elementary strains

For each pair of axes define the strain \(B_{ij}\) by

\[
(B_{ij})_{ab}=\delta_{ai}\delta_{bj}+\delta_{bi}\delta_{aj}.
\]

For \(i\neq j\) it is a pure shear with entries 1 at \((i,j)\) and \((j,i)\). For \(i=j\) the two terms coincide, and \(B_{ii}\) has the single entry 2 on the diagonal.

```lean
/-- The elementary strain with a unit entry at `(i, j)` plus a unit entry at `(j, i)`. -/
def elementary {d : ℕ} (i j : Fin d) : Strain d :=
  ⟨Matrix.of fun a b => (if a = i then (1 : ℝ) else 0) * (if b = j then 1 else 0)
      + (if b = i then 1 else 0) * (if a = j then 1 else 0), by
    change (Matrix.of _)ᵀ = Matrix.of _
    ext a b
    simp only [Matrix.transpose_apply, Matrix.of_apply]
    ring⟩
```

Every strain is a combination of these:

\[
\sum_{i,j}\frac{e_{ij}}{2}(B_{ij})_{ab}=\frac{e_{ab}+e_{ba}}{2}=e_{ab}.
\]

The Lean proof compares entries in the same way. The simplifier collapses the sums over Kronecker deltas, and `strain_symm` supplies the last equality.

```lean
/-- Every strain is the sum of elementary strains weighted by half its components. -/
theorem strain_eq_sum_elementary {d : ℕ} (e : Strain d) :
    e = ∑ i, ∑ j, (e.1 i j / 2) • elementary i j := by
  apply Subtype.ext
  ext a b
  simp only [Submodule.coe_sum, Submodule.coe_smul, Matrix.sum_apply, Matrix.smul_apply,
    smul_eq_mul, elementary, Matrix.of_apply, mul_add, Finset.sum_add_distrib, mul_ite,
    mul_one, mul_zero, Finset.sum_ite_eq, Finset.mem_univ, if_true]
  linear_combination (1 / 2) * strain_symm e a b
```

Relabelling sends elementary strains to elementary strains. Since \(\sigma\) is injective, \(\sigma(a)=\sigma(i)\) holds exactly when \(a=i\), and therefore

\[
(\sigma\cdot B_{\sigma(i)\sigma(j)})_{ab}
=\delta_{\sigma(a)\sigma(i)}\delta_{\sigma(b)\sigma(j)}+\delta_{\sigma(b)\sigma(i)}\delta_{\sigma(a)\sigma(j)}
=(B_{ij})_{ab}.
\]

```lean
/-- Permuting the axes carries elementary strains to elementary strains. -/
theorem relabel_elementary {d : ℕ} (σ : Equiv.Perm (Fin d)) (i j : Fin d) :
    relabel σ (elementary (σ i) (σ j)) = elementary i j := by
  apply Subtype.ext
  ext a b
  simp [relabel, elementary]
```

## One response to normal strain, one to shear

All shears can be compared with one another if some permutation takes a given pair \(i\neq j\) to any other pair \(k\neq l\). Two exchanges do this. First exchange \(i\) and \(k\), which sends \(i\) to \(k\) and \(j\) to some \(j'\). Then exchange \(j'\) and \(l\), which sends \(j'\) to \(l\). The second exchange leaves \(k\) in place, because \(k\neq l\) by assumption and \(k\neq j'\) by injectivity of the first.

```lean
/-- Some permutation of the axes carries a given ordered pair of distinct axes to any other. -/
theorem exists_perm_pair {d : ℕ} {i j k l : Fin d} (hij : i ≠ j) (hkl : k ≠ l) :
    ∃ σ : Equiv.Perm (Fin d), σ i = k ∧ σ j = l := by
  refine ⟨(Equiv.swap i k).trans (Equiv.swap (Equiv.swap i k j) l), ?_, ?_⟩
  · rw [Equiv.trans_apply, Equiv.swap_apply_left]
    refine Equiv.swap_apply_of_ne_of_ne (fun h => hij ?_) hkl
    apply (Equiv.swap i k).injective
    rw [Equiv.swap_apply_left]
    exact h
  · rw [Equiv.trans_apply, Equiv.swap_apply_left]
```

Let \(f\) be invariant. The relabelling rule gives

\[
f(B_{\sigma(i)\sigma(j)})=f(\sigma\cdot B_{\sigma(i)\sigma(j)})=f(B_{ij}),
\]

so \(f\) takes one value \(\alpha\) on all \(B_{ii}\), since an exchange takes any axis to any other, and one value \(\beta\) on all \(B_{ij}\) with \(i\neq j\), by the permutations just constructed. Together, \(f(B_{ij})=\beta+(\alpha-\beta)\delta_{ij}\). Inserting this in the expansion of \(e\) and using linearity,

\[
f(e)=\sum_{i,j}\frac{e_{ij}}{2}\bigl(\beta+(\alpha-\beta)\delta_{ij}\bigr)
=\frac{\alpha-\beta}{2}\operatorname{tr}e+\frac{\beta}{2}\sum_{i,j}e_{ij}.
\]

Thus \(a=(\alpha-\beta)/2\) and \(b=\beta/2\).

Conversely, a permutation only reorders the terms of \(\sum_i e_{ii}\) and of \(\sum_{i,j}e_{ij}\). Both sums are unchanged, and so is any combination of them.

The theorem states this equivalence for every \(d\), including zero. In its proof, `key` is the equality of responses, `hα` and `hβ` give the two common values, `hb` joins them, and the `calc` block is the displayed computation. When there are no axes, or no two distinct axes, the corresponding value is set to 0, since there is nothing for it to describe. The converse uses `Equiv.sum_comp` to reindex the sums.

```lean
/-- Two-constant law: a linear shift is invariant under all permutations of the axes iff it is a
multiple of the trace plus a multiple of the sum of all components. -/
theorem invariant_iff_two_constants {d : ℕ} (f : Strain d →ₗ[ℝ] ℝ) :
    IsInvariant f ↔
      ∃ a b : ℝ, ∀ e : Strain d, f e = a * e.1.trace + b * ∑ i, ∑ j, e.1 i j := by
  constructor
  · intro h
    have key : ∀ (i j : Fin d) (σ : Equiv.Perm (Fin d)),
        f (elementary (σ i) (σ j)) = f (elementary i j) := by
      intro i j σ
      rw [← relabel_elementary σ i j, h]
    -- one common response to all elementary strains with equal indices
    obtain ⟨α, hα⟩ : ∃ α : ℝ, ∀ i : Fin d, f (elementary i i) = α := by
      by_cases hd : Nonempty (Fin d)
      · obtain ⟨k⟩ := hd
        refine ⟨f (elementary k k), fun i => ?_⟩
        have := key k k (Equiv.swap k i)
        rwa [Equiv.swap_apply_left] at this
      · exact ⟨0, fun i => absurd ⟨i⟩ hd⟩
    -- one common response to all elementary strains with distinct indices
    obtain ⟨β, hβ⟩ : ∃ β : ℝ, ∀ i j : Fin d, i ≠ j → f (elementary i j) = β := by
      by_cases hp : ∃ k l : Fin d, k ≠ l
      · obtain ⟨k, l, hkl⟩ := hp
        refine ⟨f (elementary k l), fun i j hij => ?_⟩
        obtain ⟨σ, h1, h2⟩ := exists_perm_pair hkl hij
        rw [← h1, ← h2, key]
      · exact ⟨0, fun i j hij => absurd ⟨i, j, hij⟩ hp⟩
    have hb : ∀ i j : Fin d, f (elementary i j) = β + if i = j then α - β else 0 := by
      intro i j
      by_cases hij : i = j
      · subst hij
        rw [hα, if_pos rfl]
        ring
      · rw [hβ i j hij, if_neg hij, add_zero]
    refine ⟨(α - β) / 2, β / 2, fun e => ?_⟩
    calc f e = f (∑ i, ∑ j, (e.1 i j / 2) • elementary i j) :=
          congrArg f (strain_eq_sum_elementary e)
      _ = ∑ i, ∑ j, (e.1 i j / 2) * (β + if i = j then α - β else 0) := by
          simp only [map_sum, map_smul, smul_eq_mul, hb]
      _ = (α - β) / 2 * e.1.trace + β / 2 * ∑ i, ∑ j, e.1 i j := by
          simp only [mul_add, Finset.sum_add_distrib, mul_ite, mul_zero, Finset.sum_ite_eq,
            Finset.mem_univ, if_true, Matrix.trace, Matrix.diag_apply, Finset.mul_sum]
          rw [add_comm]
          congr 1
          · exact Finset.sum_congr rfl fun i _ => by ring
          · exact Finset.sum_congr rfl fun i _ => Finset.sum_congr rfl fun j _ => by ring
  · rintro ⟨a, b, h⟩ σ e
    -- both sums are merely reindexed by the permutation
    have ht : (relabel σ e).1.trace = e.1.trace := Equiv.sum_comp σ (fun i => e.1 i i)
    have hs : ∑ i, ∑ j, (relabel σ e).1 i j = ∑ i, ∑ j, e.1 i j :=
      (Finset.sum_congr rfl fun i _ => Equiv.sum_comp σ (fun j => e.1 (σ i) j)).trans
        (Equiv.sum_comp σ (fun i => ∑ j, e.1 i j))
    rw [h, h, ht, hs]
```

## Dilation and uniaxial deformation potentials

The same law can be written with the valley direction

\[
n=\frac{1}{\sqrt d}(1,\ldots,1).
\]

```lean
/-- The direction `(1, …, 1) / √d` of the valley. -/
def valleyAxis (d : ℕ) : Fin d → ℝ := fun _ => 1 / √(d : ℝ)
```

For \(d\geq1\) this is a unit vector, since \(n\cdot n=d\cdot\frac1d=1\), and the strain along it is

\[
n\cdot e\cdot n=\frac1d\sum_{i,j}e_{ij}.
\]

The law becomes

\[
f(e)=\Xi_d\operatorname{tr}e+\Xi_u\,n\cdot e\cdot n,\qquad \Xi_d=a,\quad \Xi_u=d\,b .
\]

Here \(\Xi_d\) multiplies the relative volume change and \(\Xi_u\) the stretch along the valley axis; the subscript of \(\Xi_d\) stands for dilation, not for the dimension. The theorem states the normalisation of \(n\) and the equivalence together. Its step `hax` is the formula for \(n\cdot e\cdot n\), and the two directions of the equivalence convert the constants by the factor \(d\) or \(1/d\).

```lean
/-- In at least one dimension the valley axis is a unit vector, and an invariant shift is exactly
one of the form `Ξd tr e + Ξu n·e·n` with `n` that axis. -/
theorem invariant_iff_dilation_uniaxial {d : ℕ} (hd : 0 < d) (f : Strain d →ₗ[ℝ] ℝ) :
    valleyAxis d ⬝ᵥ valleyAxis d = 1 ∧
      (IsInvariant f ↔ ∃ Ξd Ξu : ℝ, ∀ e : Strain d,
        f e = Ξd * e.1.trace + Ξu * (valleyAxis d ⬝ᵥ e.1 *ᵥ valleyAxis d)) := by
  have hd' : (d : ℝ) ≠ 0 := Nat.cast_ne_zero.mpr hd.ne'
  have hn : (1 / √(d : ℝ)) ^ 2 = 1 / d := by
    rw [div_pow, one_pow, Real.sq_sqrt (Nat.cast_nonneg d)]
  -- the strain along the axis is the sum of all components divided by `d`
  have hax : ∀ e : Strain d,
      valleyAxis d ⬝ᵥ e.1 *ᵥ valleyAxis d = 1 / d * ∑ i, ∑ j, e.1 i j := by
    intro e
    rw [← hn]
    simp only [valleyAxis, dotProduct, Matrix.mulVec, Finset.mul_sum]
    exact Finset.sum_congr rfl fun i _ => Finset.sum_congr rfl fun j _ => by ring
  constructor
  · simp only [dotProduct, valleyAxis, Finset.sum_const, Finset.card_univ, Fintype.card_fin,
      nsmul_eq_mul]
    rw [← sq (1 / √(d : ℝ)), hn, mul_one_div_cancel hd']
  · rw [invariant_iff_two_constants]
    constructor
    · rintro ⟨a, b, h⟩
      refine ⟨a, b * d, fun e => ?_⟩
      rw [h, hax, ← mul_assoc (b * (d : ℝ)), mul_assoc b, mul_one_div_cancel hd', mul_one]
    · rintro ⟨a, b, h⟩
      refine ⟨a, b * (1 / d), fun e => ?_⟩
      rw [h, hax, mul_assoc]
```

## Two test strains fix the constants

The identity matrix, an equal stretch along all axes, is the first test strain. Test strains with unit entries are not small and serve only as directions in strain space: since the shift is linear, a small multiple of each carries the same information.

```lean
/-- The strain tensor equal to the identity matrix. -/
def hydrostatic (d : ℕ) : Strain d := ⟨1, Matrix.transpose_one⟩
```

Suppose that \((a,b)\) and \((a',b')\) give the same shift for every strain. The identity has trace \(d\) and component sum \(d\). The matrix with all entries 1 has trace \(d\) and component sum \(d^2\). Hence

\[
d(a+b)=d(a'+b'),\qquad da+d^2b=da'+d^2b'.
\]

Subtracting the first equation from the second gives \(d(d-1)(b-b')=0\). For \(d\geq2\) the prefactor is positive, so \(b=b'\), and the first equation then gives \(a=a'\). In Lean, `h1` and `hJ` are these two equations, and `mul_right_cancel₀` divides out the nonzero factors.

In one dimension the trace and the component sum are the same number, so \((a,b)=(1,0)\) and \((0,1)\) describe the same shift.

```lean
/-- In two or more dimensions the two constants of the law are determined by the shift. -/
theorem constants_unique {d : ℕ} (hd : 2 ≤ d) {a b a' b' : ℝ}
    (h : ∀ e : Strain d, a * e.1.trace + b * ∑ i, ∑ j, e.1 i j
      = a' * e.1.trace + b' * ∑ i, ∑ j, e.1 i j) : a = a' ∧ b = b' := by
  have h2 : (2 : ℝ) ≤ d := by exact_mod_cast hd
  have h0 : (0 : ℝ) < d := by linarith
  have h3 : (0 : ℝ) < d * (d - 1) := mul_pos h0 (by linarith)
  -- compare the identity strain with the strain whose components all equal one
  have h1 := h (hydrostatic d)
  have hJ := h ⟨Matrix.of fun _ _ => 1, rfl⟩
  simp only [hydrostatic, Matrix.trace_one, Fintype.card_fin, Matrix.one_apply,
    Finset.sum_ite_eq, Finset.mem_univ, if_true, Finset.sum_const, Finset.card_univ,
    nsmul_eq_mul, mul_one] at h1
  simp only [Matrix.trace, Matrix.diag_apply, Matrix.of_apply, Fintype.card_fin,
    Finset.sum_const, Finset.card_univ, nsmul_eq_mul, mul_one] at hJ
  have hb : b = b' := mul_right_cancel₀ h3.ne' (by linear_combination hJ - h1)
  refine ⟨mul_right_cancel₀ h0.ne' ?_, hb⟩
  rw [hb] at h1
  linear_combination h1
```

## Strain along the crystal axes

If all off-diagonal components vanish, the component sum equals the trace and \(f(e)=(a+b)\operatorname{tr}e\). For the identity strain, \(f(\mathbb 1)=(a+b)\,d\). Eliminating \(a+b\),

\[
d\,f(e)=\operatorname{tr}(e)\,f(\mathbb 1).
\]

A stretch along one crystal axis therefore shifts the valley exactly as an equal stretch along all axes with the same trace does. In a simulation that gives the shift of such a valley relative to an energy reference common to all strains, diagonal strains within linear response determine only the sum \(a+b\). For \(d\geq2\), separating the constants takes a strain whose off-diagonal components do not sum to zero.

The proof obtains \(a\) and \(b\) from the two-constant law, and `hs` is the statement that the component sum reduces to the trace.

```lean
/-- For a strain without shear components, `d` times an invariant shift equals the trace of the
strain times the shift under the identity strain. -/
theorem shift_of_diagonal_strain {d : ℕ} (f : Strain d →ₗ[ℝ] ℝ) (hf : IsInvariant f)
    (e : Strain d) (he : ∀ i j, i ≠ j → e.1 i j = 0) :
    d * f e = e.1.trace * f (hydrostatic d) := by
  obtain ⟨a, b, h⟩ := (invariant_iff_two_constants f).mp hf
  -- without shear the sum of all components is the trace
  have hs : ∀ u : Strain d, (∀ i j, i ≠ j → u.1 i j = 0) →
      ∑ i, ∑ j, u.1 i j = u.1.trace := fun u hu =>
    Finset.sum_congr rfl fun i _ =>
      Finset.sum_eq_single i (fun j _ hji => hu i j hji.symm) (by simp)
  have ht : (hydrostatic d).1.trace = d := by simp [hydrostatic]
  rw [h e, h (hydrostatic d), hs e he,
    hs (hydrostatic d) (fun i j hij => Matrix.one_apply_ne hij), ht]
  ring

end

end DiagonalValleyDeformation
```

```lean
#print axioms DiagonalValleyDeformation.invariant_iff_two_constants
#print axioms DiagonalValleyDeformation.invariant_iff_dilation_uniaxial
#print axioms DiagonalValleyDeformation.constants_unique
#print axioms DiagonalValleyDeformation.shift_of_diagonal_strain
```

```
'DiagonalValleyDeformation.invariant_iff_two_constants' depends on axioms: [propext, Classical.choice, Quot.sound]
'DiagonalValleyDeformation.invariant_iff_dilation_uniaxial' depends on axioms: [propext, Classical.choice, Quot.sound]
'DiagonalValleyDeformation.constants_unique' depends on axioms: [propext, Classical.choice, Quot.sound]
'DiagonalValleyDeformation.shift_of_diagonal_strain' depends on axioms: [propext, Classical.choice, Quot.sound]
```
